# Bounds on the Langevin function for positive argument

The declaration `langevin_bounds` concerns the Langevin function L(x) = coth x − 1/x, which in physics gives the mean alignment of a free classical moment with a field, x being the ratio of the field energy to the thermal energy. It states that for every real x > 0, L(x) is positive, lies below both 1 and x/3, and exceeds 5x/(15 + x²). The statement is about the function alone; no spins or thermal average appear in it. The attempt writes L(x) as a fraction with denominator x sinh x and reduces most of the bounds to hyperbolic inequalities proved earlier. For the bound by 1 it uses instead sinh x > x and e^(−x) < 1.

This version doesn't compile in Lean 4 with Mathlib:

```lean
import Mathlib

open Real Set

namespace HeisenbergMeanField

noncomputable section

/-- The Langevin function `L(x) = coth x - 1/x`. -/
def langevin (x : ℝ) : ℝ := cosh x / sinh x - 1 / x

/-- A differentiable function on `ℝ` that vanishes at zero and has positive derivative for `x > 0`
is positive for `x > 0`. -/
theorem pos_of_deriv_pos {f f' : ℝ → ℝ} (h0 : f 0 = 0)
    (hf : ∀ x, HasDerivAt f (f' x) x) (hp : ∀ x, 0 < x → 0 < f' x)
    {x : ℝ} (hx : 0 < x) : 0 < f x := by
  have hm : StrictMonoOn f (Ici 0) := by
    apply strictMonoOn_of_deriv_pos (convex_Ici 0)
    · exact fun y _ => (hf y).continuousAt.continuousWithinAt
    · intro y hy
      rw [interior_Ici] at hy
      rw [(hf y).deriv]
      exact hp y hy
  have h := hm (mem_Ici.2 le_rfl) (mem_Ici.2 hx.le) hx
  rwa [h0] at h

/-- Three hyperbolic inequalities for `x > 0`. -/
theorem hyperbolic_ladder {x : ℝ} (hx : 0 < x) :
    0 < x * cosh x - sinh x ∧
    0 < (x * x + 3) * sinh x - 3 * (x * cosh x) ∧
    0 < (x * (x * x + 15)) * cosh x - (6 * (x * x) + 15) * sinh x := by
  have hA : ∀ y : ℝ, 0 < y → 0 < y * cosh y - sinh y := fun y hy =>
    pos_of_deriv_pos (f := fun t => t * cosh t - sinh t) (f' := fun t => t * sinh t)
      (by simp)
      (fun t => (((hasDerivAt_id' t).fun_mul (hasDerivAt_cosh t)).fun_sub
        (hasDerivAt_sinh t)).congr_deriv (by ring))
      (fun t ht => mul_pos ht (sinh_pos_iff.2 ht)) hy
  have hB : ∀ y : ℝ, 0 < y → 0 < (y * y + 3) * sinh y - 3 * (y * cosh y) := fun y hy =>
    pos_of_deriv_pos (f := fun t => (t * t + 3) * sinh t - 3 * (t * cosh t))
      (f' := fun t => t * (t * cosh t - sinh t)) (by simp)
      (fun t => (((((hasDerivAt_id' t).fun_mul (hasDerivAt_id' t)).add_const 3).fun_mul
        (hasDerivAt_sinh t)).fun_sub (((hasDerivAt_id' t).fun_mul
        (hasDerivAt_cosh t)).const_mul 3)).congr_deriv (by ring))
      (fun t ht => mul_pos ht (hA t ht)) hy
  refine ⟨hA x hx, hB x hx, ?_⟩
  exact pos_of_deriv_pos
    (f := fun t => (t * (t * t + 15)) * cosh t - (6 * (t * t) + 15) * sinh t)
    (f' := fun t => t * ((t * t + 3) * sinh t - 3 * (t * cosh t))) (by simp)
    (fun t => ((((hasDerivAt_id' t).fun_mul (((hasDerivAt_id' t).fun_mul
      (hasDerivAt_id' t)).add_const 15)).fun_mul (hasDerivAt_cosh t)).fun_sub
      (((((hasDerivAt_id' t).fun_mul (hasDerivAt_id' t)).const_mul 6).add_const 15).fun_mul
      (hasDerivAt_sinh t))).congr_deriv (by ring))
    (fun t ht => mul_pos ht (hB t ht)) hx

/-- The Langevin function over a common denominator. -/
theorem langevin_eq {x : ℝ} (hx : 0 < x) :
    langevin x = (x * cosh x - sinh x) / (x * sinh x) := by
  unfold langevin
  rw [div_sub_div _ _ (sinh_pos_iff.2 hx).ne' hx.ne']
  congr 1 <;> ring

/-- For `x > 0` the Langevin function lies strictly between `5x/(15 + x²)` and `x/3`, and
strictly between 0 and 1. -/
theorem langevin_bounds {x : ℝ} (hx : 0 < x) :
    0 < langevin x ∧ langevin x < min 1 (x / 3) ∧ 5 * x / (15 + x ^ 2) < langevin x := by
  obtain ⟨hA, hB, hC⟩ := hyperbolic_ladder hx
  have hD : 0 < x * sinh x := mul_pos hx (sinh_pos_iff.2 hx)
  rw [langevin_eq hx]
  refine ⟨div_pos hA hD, lt_min ?_ ?_, ?_⟩
  · -- saturation: x exp(-x) < x < sinh x
    have h1 : 0 < sinh x - x :=
      pos_of_deriv_pos (f := fun t => sinh t - t) (f' := fun t => cosh t - 1) (by simp)
        (fun t => (hasDerivAt_sinh t).fun_sub (hasDerivAt_id' t))
        (fun t ht => sub_pos.2 (one_lt_cosh.2 ht.ne')) hx
    have h2 : cosh x - sinh x < 1 := by
      rw [cosh_sub_sinh]
      exact exp_lt_one (by linarith)
    rw [div_lt_one hD]
    nlinarith [mul_lt_mul_of_pos_left h2 hx]
  · rw [div_lt_div_iff₀ hD (by norm_num)]
    nlinarith [hB]
  · rw [div_lt_div_iff₀ (by positivity) hD]
    nlinarith [hC]

end

end HeisenbergMeanField
```

Compiling this gives:

```
Main.lean:77:12: error(lean.unknownIdentifier): Unknown identifier `exp_lt_one`
```

What went wrong. The message says that Lean knows no declaration called `exp_lt_one`. The file has `open Real`, so a lemma named `Real.exp_lt_one` would have been found under the short name; there is none to find. The mathematics at that point is sound: after `rw [cosh_sub_sinh]` the goal is `exp (-x) < 1`, which is true because x is positive.

The repair uses `Real.exp_lt_one_iff`, which says that the exponential of a real number is less than 1 exactly when that number is negative. Since this is an equivalence and not an implication, `.2` is needed to select the direction from the negative exponent to the bound on the exponential. What remains to be shown is `-x < 0`, and `linarith` gets it from the hypothesis `hx`, as the original line intended.

Lean accepts the file once it reads:

```diff
@@ -75,5 +75,5 @@
     have h2 : cosh x - sinh x < 1 := by
       rw [cosh_sub_sinh]
-      exact exp_lt_one (by linarith)
+      exact Real.exp_lt_one_iff.2 (by linarith)
     rw [div_lt_one hD]
     nlinarith [mul_lt_mul_of_pos_left h2 hx]
```
